# For every x > 0, Tang-Toennies damping factors are strictly log-concave in their order

To gauge what I lose by cutting a damped dispersion series after the R⁻⁸ term, I estimate the missing R⁻¹⁰ term from the two terms I have. For a pair of atoms at separation R, the magnitudes of the terms are

Dₘ = fₘ(bR) Cₘ / Rᵐ, with m = 6, 8, 10.

Here the Cₘ > 0 are the dispersion coefficients, fₘ is the Tang-Toennies damping factor of order m, and b > 0 is the inverse length that sets the range of the damping. My estimate is

D₁₀ ≈ K D₈² / D₆, with K = C₆ C₁₀ / C₈².

Without damping this would be exact, because the powers of R cancel. With damping, three different factors enter, and each of them varies strongly with R at short range. Can the estimate be too large at some separations and too small at others, or does it always err on the same side?

## The estimate is too large at every separation

It always errs on the high side, provided that K is the true ratio of the coefficients and that all three factors are evaluated at the same reduced distance x = bR. Dividing the true term by the estimate leaves only the damping factors:

D₁₀ / (K D₈² / D₆) = f₆(x) f₁₀(x) / f₈(x)².

The right-hand side is less than 1 for every x > 0. This is one case of a general property: at fixed x, the logarithm of the damping factor is a strictly concave function of the order.

The constant K carries the physics that the inequality knows nothing about. It compares the dipole-dipole coefficient C₆, the dipole-quadrupole coefficient C₈, and C₁₀, which collects the quadrupole-quadrupole and dipole-octupole contributions. If you insert an assumed K that is smaller than the true one, the estimate may fall below the true term. A K that is too large only raises the estimate further.

## Damping factors as tails of a Poisson distribution

The factor of order n is

fₙ(x) = 1 − exp(−x) Σ(k = 0…n) xᵏ/k!.

Define the Poisson weights

pₖ = exp(−x) xᵏ/k!.

Two relations follow directly. Since (k+1)! = (k+1) k!, neighbouring weights satisfy

(k+1) pₖ₊₁ = x pₖ.

Raising the order by one subtracts one more weight:

fₙ₊₁ = fₙ − pₙ₊₁.

The exponential series says that all the weights add up to 1. Removing those from 0 to n therefore leaves

fₙ = Σ(k ≥ 0) pₖ₊ₙ₊₁.

For x > 0 every term is positive, so fₙ > 0.

Now compare two neighbouring factors. Multiply the tail for fₙ by x and apply the relation between neighbouring weights to each term:

x fₙ = Σ(k ≥ 0) (k+n+2) pₖ₊ₙ₊₂.

The tail for fₙ₊₁ contains the same weights, so

(n+2) fₙ₊₁ = Σ(k ≥ 0) (n+2) pₖ₊ₙ₊₂.

The difference of the two lines is

x fₙ − (n+2) fₙ₊₁ = Σ(k ≥ 0) k pₖ₊ₙ₊₂ > 0.

The term with k = 0 vanishes and all the others are positive, hence the strict sign.

It remains to connect this difference with the quantity of interest. Substituting fₙ₊₂ = fₙ₊₁ − pₙ₊₂ gives

fₙ₊₁² − fₙ fₙ₊₂ = fₙ₊₁ (fₙ₊₁ − fₙ) + fₙ pₙ₊₂ = fₙ pₙ₊₂ − fₙ₊₁ pₙ₊₁.

Multiply by n+2 and use (n+2) pₙ₊₂ = x pₙ₊₁:

(n+2) (fₙ₊₁² − fₙ fₙ₊₂) = pₙ₊₁ (x fₙ − (n+2) fₙ₊₁).

Both factors on the right are positive, so

fₙ fₙ₊₂ < fₙ₊₁².

## From adjacent orders to orders 6, 8 and 10

Your estimate uses orders two apart, so one more step is needed. Dividing the last inequality by the positive product fₙ fₙ₊₁ gives

fₙ₊₂ / fₙ₊₁ < fₙ₊₁ / fₙ.

The ratio of each factor to the preceding one therefore decreases as the order grows. In particular f₁₀/f₉ < f₇/f₆, which is the first inequality in

f₆ f₁₀ < f₇ f₉ < f₈².

The second is the adjacent-order result for the orders 7, 8 and 9.

The same inward step works for any spacing. Suppose that the claim holds for some spacing j ≥ 1 and every starting order. Then

fₙ fₙ₊₂ⱼ₊₂ < fₙ₊₁ fₙ₊₂ⱼ₊₁ < fₙ₊ⱼ₊₁².

The first inequality moves both outer orders one place inwards by the decreasing ratio. The second is the claim for spacing j, started at order n+1. This is the claim for spacing j+1.

## The inequality as stated in Lean

In the code, `damping n x` is fₙ(x), with `n` a natural number and `x` a real number. The expression `range (n + 1)` runs over k = 0, …, n, so the sum includes the term xⁿ/n!, as in the usual definition. The variable `x` is the dimensionless product bR; neither b nor R appears separately. The Poisson weight pₖ is `weight k x`.

The central theorem, `damping_log_concave`, says that for every `x` with `0 < x` and every natural `n`, the product of the factors of orders n and n+2 is less than the square of the factor of order n+1. Note that `n` labels the lowest of the three orders, whereas the inequality is often written with n in the middle. The smallest case is f₀ f₂ < f₁². At x = 0 all factors vanish, so the strict inequality fails there and becomes an equality.

Three further theorems carry the result to your estimate:

- `damping_ratio_strictAnti` says that, at fixed x > 0, the sequence fₙ₊₁/fₙ is strictly decreasing in n.
- `damping_log_concave_spaced` gives fₙ fₙ₊₂ⱼ < fₙ₊ⱼ² for every natural spacing j > 0. For j = 0 both sides are equal.
- `damping_six_eight_ten` is the case f₆ f₁₀ < f₈².

All of these compare factors at one common value of x. They apply at each separation even if b itself depends on R, as long as every order uses the same b. A scheme with a different range parameter for each order needs a separate argument. The theorems say nothing about K. Your estimate of the magnitude D₁₀ is sure to err on the high side if the value you insert for K is at least the true ratio C₆ C₁₀ / C₈² of the pair. An upper bound is therefore enough; if you knew the ratio exactly, together with C₆ and C₈, you could compute C₁₀ and the missing term directly.

The result bears on intermolecular potentials and dispersion corrections in electronic-structure calculations that use this particular damping function, and it constrains the damping alone, not the accuracy of the multipole expansion.

```lean
import Mathlib

open Finset

namespace TangToenniesLogConcave

noncomputable section

/-- The Tang-Toennies damping factor of order `n` at reduced distance `x`:
one minus `exp (-x)` times the exponential series cut off after `x ^ n / n!`. -/
def damping (n : ℕ) (x : ℝ) : ℝ :=
  1 - Real.exp (-x) * ∑ k ∈ range (n + 1), x ^ k / (k.factorial : ℝ)

/-- The Poisson weight `exp (-x) x ^ k / k!`. -/
def weight (k : ℕ) (x : ℝ) : ℝ :=
  Real.exp (-x) * (x ^ k / (k.factorial : ℝ))

lemma weight_pos {x : ℝ} (hx : 0 < x) (k : ℕ) : 0 < weight k x := by
  unfold weight
  positivity

/-- Neighbouring Poisson weights are related by `(k + 1) p_(k+1) = x p_k`. -/
theorem weight_succ (k : ℕ) (x : ℝ) :
    ((k : ℝ) + 1) * weight (k + 1) x = x * weight k x := by
  have h1 : (k.factorial : ℝ) ≠ 0 := by positivity
  have h2 : (k : ℝ) + 1 ≠ 0 := by positivity
  unfold weight
  rw [Nat.factorial_succ, pow_succ]
  push_cast
  field_simp

/-- The damping factor of order `n + 1` is the one of order `n` minus the weight `p_(n+1)`. -/
theorem damping_succ (n : ℕ) (x : ℝ) :
    damping (n + 1) x = damping n x - weight (n + 1) x := by
  unfold damping weight
  rw [Finset.sum_range_succ _ (n + 1)]
  ring

/-- The damping factor of order `n` is the sum of all Poisson weights beyond the `n`-th. -/
theorem damping_hasSum (n : ℕ) (x : ℝ) :
    HasSum (fun k : ℕ => weight (k + (n + 1)) x) (damping n x) := by
  have h : HasSum (fun k : ℕ => x ^ k / (k.factorial : ℝ)) (Real.exp x) := by
    rw [Real.exp_eq_exp_ℝ]
    exact NormedSpace.expSeries_div_hasSum_exp x
  -- remove the first `n + 1` terms and multiply by `exp (-x)`
  have ht := ((hasSum_nat_add_iff' (n + 1)).mpr h).mul_left (Real.exp (-x))
  have he : Real.exp (-x) * Real.exp x = 1 := by
    rw [← Real.exp_add, neg_add_cancel, Real.exp_zero]
  rw [mul_sub, he] at ht
  exact ht

lemma damping_pos {x : ℝ} (hx : 0 < x) (n : ℕ) : 0 < damping n x :=
  hasSum_lt (f := fun _ : ℕ => (0 : ℝ)) (i := 0)
    (fun k => (weight_pos hx (k + (n + 1))).le)
    (weight_pos hx (0 + (n + 1))) hasSum_zero (damping_hasSum n x)

/-- For `x > 0`, the damping factor of order `n + 1` is smaller than `x / (n + 2)` times
the one of order `n`. -/
theorem damping_ratio_bound {x : ℝ} (hx : 0 < x) (n : ℕ) :
    ((n : ℝ) + 2) * damping (n + 1) x < x * damping n x := by
  -- the `k`-th term of the right-hand tail carries the factor `k + n + 2`, at least `n + 2`
  have key : ∀ k : ℕ, x * weight (k + (n + 1)) x
      = ((k : ℝ) + (n + 2)) * weight (k + (n + 1 + 1)) x := by
    intro k
    have h := weight_succ (k + (n + 1)) x
    push_cast at h
    rw [← h, ← add_assoc k (n + 1) 1]
    ring
  refine hasSum_lt (i := 1) ?_ ?_
    ((damping_hasSum (n + 1) x).mul_left ((n : ℝ) + 2))
    ((damping_hasSum n x).mul_left x)
  · intro k
    change ((n : ℝ) + 2) * weight (k + (n + 1 + 1)) x ≤ x * weight (k + (n + 1)) x
    rw [key k]
    have hw := weight_pos hx (k + (n + 1 + 1))
    have hk : (0 : ℝ) ≤ k := Nat.cast_nonneg k
    nlinarith [mul_nonneg hk hw.le]
  · change ((n : ℝ) + 2) * weight (1 + (n + 1 + 1)) x < x * weight (1 + (n + 1)) x
    rw [key 1]
    have hw := weight_pos hx (1 + (n + 1 + 1))
    push_cast
    linarith

/-- Tang-Toennies factors are strictly log-concave in their order: for `x > 0`, the square of
a factor exceeds the product of its two neighbours. -/
theorem damping_log_concave {x : ℝ} (hx : 0 < x) (n : ℕ) :
    damping n x * damping (n + 2) x < damping (n + 1) x ^ 2 := by
  have h1 := damping_succ n x
  have h2 : damping (n + 2) x = damping (n + 1) x - weight (n + 2) x :=
    damping_succ (n + 1) x
  have h3 : ((n : ℝ) + 2) * weight (n + 2) x = x * weight (n + 1) x := by
    have h := weight_succ (n + 1) x
    push_cast at h
    linear_combination h
  have hpos : 0 < weight (n + 1) x * (x * damping n x - ((n : ℝ) + 2) * damping (n + 1) x) :=
    mul_pos (weight_pos hx _) (sub_pos.mpr (damping_ratio_bound hx n))
  -- `n + 2` times the log-concavity gap is a Poisson weight times the gap in the ratio bound
  have hid : ((n : ℝ) + 2) * (damping (n + 1) x ^ 2 - damping n x * damping (n + 2) x)
      = weight (n + 1) x * (x * damping n x - ((n : ℝ) + 2) * damping (n + 1) x) := by
    rw [h2, h1]
    linear_combination damping n x * h3
  rw [← hid] at hpos
  have hn : (0 : ℝ) < (n : ℝ) + 2 := by positivity
  exact sub_pos.mp (pos_of_mul_pos_right hpos hn.le)

/-- At fixed `x > 0`, the ratio of each damping factor to the preceding one strictly decreases
as the order grows. -/
theorem damping_ratio_strictAnti {x : ℝ} (hx : 0 < x) :
    StrictAnti (fun n : ℕ => damping (n + 1) x / damping n x) := by
  refine strictAnti_nat_of_succ_lt fun n => ?_
  change damping (n + 2) x / damping (n + 1) x < damping (n + 1) x / damping n x
  rw [div_lt_div_iff₀ (damping_pos hx _) (damping_pos hx _)]
  linarith [damping_log_concave hx n]

/-- Log-concavity holds for any spacing `j > 0` of the orders: for `x > 0`, the square of the
middle factor exceeds the product of the factors `j` orders below and above it. -/
theorem damping_log_concave_spaced {x : ℝ} (hx : 0 < x) (n : ℕ) {j : ℕ} (hj : 0 < j) :
    damping n x * damping (n + 2 * j) x < damping (n + j) x ^ 2 := by
  obtain ⟨i, rfl⟩ : ∃ i, j = i + 1 := ⟨j - 1, by omega⟩
  clear hj
  induction i generalizing n with
  | zero => exact damping_log_concave hx n
  | succ i ih =>
    -- move both outer orders one step inwards, then use the smaller spacing
    have hlt : n < n + 1 + 2 * (i + 1) := by omega
    have h := damping_ratio_strictAnti hx hlt
    change damping (n + 1 + 2 * (i + 1) + 1) x / damping (n + 1 + 2 * (i + 1)) x
      < damping (n + 1) x / damping n x at h
    rw [div_lt_div_iff₀ (damping_pos hx _) (damping_pos hx _)] at h
    have h' := ih (n + 1)
    have e1 : n + 2 * (i + 1 + 1) = n + 1 + 2 * (i + 1) + 1 := by omega
    have e2 : n + (i + 1 + 1) = n + 1 + (i + 1) := by omega
    rw [e1, e2]
    linarith

/-- For `x > 0`, the damping factors of orders 6, 8 and 10 satisfy `f_6 f_10 < f_8 ^ 2`. -/
theorem damping_six_eight_ten {x : ℝ} (hx : 0 < x) :
    damping 6 x * damping 10 x < damping 8 x ^ 2 :=
  damping_log_concave_spaced hx 6 (j := 2) (by norm_num)

end

end TangToenniesLogConcave
```

```lean
#print axioms TangToenniesLogConcave.damping_log_concave
#print axioms TangToenniesLogConcave.damping_six_eight_ten
```

```
'TangToenniesLogConcave.damping_log_concave' depends on axioms: [propext, Classical.choice, Quot.sound]
'TangToenniesLogConcave.damping_six_eight_ten' depends on axioms: [propext, Classical.choice, Quot.sound]
```

## How the code compares the tails

The lemmas `weight_succ` and `damping_succ` are the two elementary relations for pₖ and fₙ. The first comes from the recursion of the factorial, the second from splitting off the last term of the finite sum.

The tail formula is `damping_hasSum`. In Lean, `HasSum` states that a series converges to a given value. The proof starts from the exponential series, removes its first n+1 terms with `hasSum_nat_add_iff'`, and multiplies by exp(−x). The product exp(−x) exp(x) = 1 then turns the limit into the definition of the damping factor.

Both positivity and the ratio bound use `hasSum_lt`. This lemma compares two convergent series: if no term of the first exceeds the corresponding term of the second, and at least one is strictly smaller, then the first sum is smaller. For `damping_pos` the first series is identically zero, and the strict comparison is made at index 0.

For `damping_ratio_bound` the local statement `key` rewrites x pₖ₊ₙ₊₁ as (k+n+2) pₖ₊ₙ₊₂. The termwise comparison then amounts to n+2 ≤ k+n+2, multiplied by a positive weight. At k = 0 the two terms are equal, so the strict comparison is made at k = 1, which is the choice `i := 1` in the code.

In `damping_log_concave`, `hid` is the identity that links the log-concavity gap to the ratio bound. After fₙ₊₂ and fₙ₊₁ have been expressed through fₙ and the weights, `linear_combination` verifies it by adding fₙ times the relation (n+2) pₙ₊₂ = x pₙ₊₁. The right-hand side is positive by `hpos`, and since n+2 is positive, the gap must be positive too.

The theorem on ratios clears the positive denominators and uses the adjacent-order inequality. The one on spacings writes j = i+1 and proceeds by induction on i. The starting order stays general, because the induction step applies the smaller spacing at order n+1. The final theorem sets n = 6 and j = 2.

## The removed fractions are log-concave too

The same argument treats the complement

gₙ = 1 − fₙ = Σ(k = 0…n) pₖ,

which is the fraction of the undamped term of order n that damping removes. Here the order is raised by adding a weight, gₙ₊₁ = gₙ + pₙ₊₁, and the corresponding identity is

(n+2) (gₙ₊₁² − gₙ gₙ₊₂) = pₙ₊₁ ((n+2) gₙ₊₁ − x gₙ).

The relation between neighbouring weights gives

x gₙ = Σ(k = 1…n+1) k pₖ ≤ (n+1) gₙ₊₁ < (n+2) gₙ₊₁.

Hence gₙ gₙ₊₂ < gₙ₊₁² for every x > 0 and every natural n. This companion inequality rests on the short derivation given here, since the Lean code contains no theorem about gₙ.
